# More than M equally spaced pair phases project a product of M pair factors exactly onto N ≤ M pairs

Average a pair product state over too few gauge angles, and components with the wrong particle number survive. Take two levels with pair creators $b_0,b_1$ and the product $(1+2zb_0)(1+3zb_1)=1+z(2b_0+3b_1)+6z^2b_0b_1$. Averaging over $z=1$ and $z=-1$ should isolate the part with no pairs, but it gives $1+6b_0b_1$: two pairs pass for none.

The problems below find what the grid of $L$ equally spaced angles $2\pi k/L$ of the pair phase $z$ keeps, and show that $L>M$ suffices for $M$ levels and $0\le N\le M$.

## Pair creators, the geminal and the average

Let $A$ be a complex algebra, not necessarily commutative. Its elements $b_p$, $p<M$, commute with each other and satisfy $b_p^2=0$. Physically $b_p=a^\dagger_{p\uparrow}a^\dagger_{p\downarrow}$ fills level $p$ with a pair, and the square vanishes by the Pauli principle. The $c_p$ are complex amplitudes.

In Lean 4 with Mathlib:

```lean
import Mathlib

open Finset

namespace GeminalNumberProjection

noncomputable section

variable {A : Type*} [Ring A] [Algebra ℂ A]
```

The geminal creator is $G_M=\sum_{p<M}c_pb_p$, written $G$ when $M$ is fixed.

```lean
/-- The geminal creator `G = ∑ c_p b_p` over the modes `p < M`. -/
def geminal (c : ℕ → ℂ) (b : ℕ → A) (M : ℕ) : A := ∑ p ∈ range M, c p • b p
```

The gauge product is $P_M(z)=\prod_{p<M}(1+zc_pb_p)$. It is an ordered list product, because $A$ need not commute.

```lean
/-- The ordered product of the factors `1 + z c_p b_p` over the modes `p < M`. -/
def gaugeProduct (c : ℕ → ℂ) (b : ℕ → A) (M : ℕ) (z : ℂ) : A :=
  ((List.range M).map fun p => 1 + (z * c p) • b p).prod
```

For $w$ a primitive $L$-th root of unity, such as $e^{2\pi i/L}$, the average is $\frac1L\sum_{k<L}w^{-kN}P_M(w^k)$.

```lean
/-- The average of the gauge-rotated products over `L` discrete angles, weighted by the
phases `w^(-kN)`. -/
def gaugeAverage (c : ℕ → ℂ) (b : ℕ → A) (M L N : ℕ) (w : ℂ) : A :=
  (1 / (L : ℂ)) • ∑ k ∈ range L, (w ^ (k * N))⁻¹ • gaugeProduct c b M (w ^ k)
```

## (a) Adding one mode to a power

**Task.** If $gx=xg$ and $x^2=0$, show that $(g+x)^{n+1}=g^{n+1}+(n+1)g^nx$.

**Solution.** The case $n=0$ is immediate. Multiplying the formula for $n$ by $g+x$ gives
$$g^{n+2}+g^{n+1}x+(n+1)g^nxg+(n+1)g^nx^2=g^{n+2}+(n+2)g^{n+1}x.$$
In the code, `h1` moves $x$ past $g$, `h2` removes $x^2$, and `module` collects the coefficients.

```lean
/-- Adding a commuting mode of square zero to `g` changes a power of `g` only by a term
linear in that mode. -/
theorem add_mode_pow {g x : A} (hgx : g * x = x * g) (hx : x * x = 0) (n : ℕ) :
    (g + x) ^ (n + 1) = g ^ (n + 1) + ((n : ℂ) + 1) • (g ^ n * x) := by
  induction n with
  | zero => simp
  | succ n ih =>
    have h1 : g ^ n * x * g = g ^ (n + 1) * x := by
      rw [mul_assoc, ← hgx, ← mul_assoc, ← pow_succ]
    have h2 : g ^ n * x * x = 0 := by rw [mul_assoc, hx, mul_zero]
    rw [pow_succ, ih, add_mul, mul_add, smul_mul_assoc, mul_add, h1, h2, add_zero,
      ← pow_succ]
    push_cast
    module
```

## (b) The next mode commutes with the geminal

**Task.** Let the next pair creator $b_M$ commute with every $b_p$, $p<M$. Show that $G_M$ commutes with $x=c_Mb_M$.

**Solution.** Each term does: $c_pb_p\,c_Mb_M=c_Mb_M\,c_pb_p$. Sum over $p<M$.

```lean
/-- The geminal of the first `M` modes commutes with the next mode. -/
theorem geminal_comm_next (c : ℕ → ℂ) (b : ℕ → A) (M : ℕ)
    (hcomm : ∀ p < M, b p * b M = b M * b p) :
    geminal c b M * (c M • b M) = (c M • b M) * geminal c b M := by
  unfold geminal
  rw [Finset.sum_mul, Finset.mul_sum]
  refine Finset.sum_congr rfl fun p hp => ?_
  rw [smul_mul_smul_comm, smul_mul_smul_comm, hcomm p (Finset.mem_range.mp hp),
    mul_comm (c p)]
```

## (c) Pauli blocking

**Task.** Show that $G_M^{M+1}=0$.

**Solution.** For $M=0$, $G_0=0$. For the step, $G_{M+1}=G_M+x$ with $x^2=0$, so (a) gives
$$G_{M+1}^{M+2}=G_M^{M+2}+(M+2)G_M^{M+1}x=0,$$
since both terms contain $G_M^{M+1}$.

```lean
/-- Pauli blocking: `M` modes cannot hold `M + 1` pairs, so `G^(M+1) = 0`. -/
theorem geminal_pow_eq_zero (c : ℕ → ℂ) (b : ℕ → A) (M : ℕ)
    (hcomm : ∀ p < M, ∀ q < M, b p * b q = b q * b p) (hsq : ∀ p < M, b p * b p = 0) :
    geminal c b M ^ (M + 1) = 0 := by
  induction M with
  | zero => simp [geminal]
  | succ M ih =>
    have h0 := ih (fun p hp q hq => hcomm p (by omega) q (by omega))
      (fun p hp => hsq p (by omega))
    have hx := geminal_comm_next c b M (fun p hp => hcomm p (by omega) M (by omega))
    have hxx : (c M • b M) * (c M • b M) = 0 := by
      rw [smul_mul_smul_comm, hsq M (by omega), smul_zero]
    have hG : geminal c b (M + 1) = geminal c b M + c M • b M := Finset.sum_range_succ _ _
    rw [hG, add_mode_pow hx hxx, pow_succ, h0, zero_mul, zero_mul, smul_zero, add_zero]
```

## (d) The product is a truncated exponential

**Task.** Show that $P_M(z)=\sum_{n=0}^{M}\frac{z^n}{n!}G_M^n$.

**Solution.** For $M=0$ both sides are $1$. Assume the formula for $M$. By (a), each order of the sum for $M+1$ splits into "new mode empty" and "new mode filled":
$$\frac{z^{n+1}}{(n+1)!}G_{M+1}^{n+1}=\frac{z^{n+1}}{(n+1)!}G_M^{n+1}+\frac{z^n}{n!}G_M^n\,zx .$$
Sum over $n=0,\dots,M$ and add the zeroth-order term $1$. The empty parts give $P_M(z)$, because the extra term with $G_M^{M+1}$ vanishes by (c). The filled parts give $P_M(z)\,zx$. The total is $P_M(z)(1+zx)=P_{M+1}(z)$. The splitting is `hterm`, and `hnil` supplies the vanishing power.

```lean
/-- The product of the factors `1 + z c_p b_p` is the exponential series of `z G`, cut off
at `M` pairs. -/
theorem gaugeProduct_eq (c : ℕ → ℂ) (b : ℕ → A) (M : ℕ)
    (hcomm : ∀ p < M, ∀ q < M, b p * b q = b q * b p) (hsq : ∀ p < M, b p * b p = 0)
    (z : ℂ) : gaugeProduct c b M z =
      ∑ n ∈ range (M + 1), (z ^ n / (n.factorial : ℂ)) • geminal c b M ^ n := by
  induction M with
  | zero => simp [gaugeProduct, geminal]
  | succ M ih =>
    have hc' : ∀ p < M, ∀ q < M, b p * b q = b q * b p :=
      fun p hp q hq => hcomm p (by omega) q (by omega)
    have hs' : ∀ p < M, b p * b p = 0 := fun p hp => hsq p (by omega)
    have ih' := ih hc' hs'
    have hnil := geminal_pow_eq_zero c b M hc' hs'
    have hx := geminal_comm_next c b M (fun p hp => hcomm p (by omega) M (by omega))
    have hxx : (c M • b M) * (c M • b M) = 0 := by
      rw [smul_mul_smul_comm, hsq M (by omega), smul_zero]
    have hG : geminal c b (M + 1) = geminal c b M + c M • b M := Finset.sum_range_succ _ _
    have hP : gaugeProduct c b (M + 1) z
        = gaugeProduct c b M z * (1 + z • (c M • b M)) := by
      simp [gaugeProduct, List.range_succ, mul_smul]
    -- each order splits into "new mode empty" and "new mode filled"
    have hterm : ∀ n : ℕ, (z ^ (n + 1) / ((n + 1).factorial : ℂ)) •
        (geminal c b M + c M • b M) ^ (n + 1)
        = (z ^ (n + 1) / ((n + 1).factorial : ℂ)) • geminal c b M ^ (n + 1)
          + ((z ^ n / (n.factorial : ℂ)) • geminal c b M ^ n) * (z • (c M • b M)) := by
      intro n
      have h1 : (n : ℂ) + 1 ≠ 0 := Nat.cast_add_one_ne_zero n
      have h2 : (n.factorial : ℂ) ≠ 0 := Nat.cast_ne_zero.mpr n.factorial_ne_zero
      have h3 : z ^ (n + 1) / ((n + 1).factorial : ℂ) * ((n : ℂ) + 1)
          = z ^ n / (n.factorial : ℂ) * z := by
        rw [Nat.factorial_succ]
        push_cast
        rw [div_mul_eq_mul_div, div_mul_eq_mul_div, div_eq_div_iff (mul_ne_zero h1 h2) h2]
        ring
      rw [add_mode_pow hx hxx, smul_add, smul_smul, smul_mul_smul_comm, h3]
    have h1 := Finset.sum_range_succ'
      (fun n : ℕ => (z ^ n / (n.factorial : ℂ)) • geminal c b M ^ n) (M + 1)
    rw [Finset.sum_range_succ] at h1
    simp only [hnil, smul_zero, add_zero, pow_zero, Nat.factorial_zero, Nat.cast_one,
      div_one, one_smul] at h1
    rw [← ih'] at h1
    rw [hP, hG, Finset.sum_range_succ', Finset.sum_congr rfl (fun n _ => hterm n),
      Finset.sum_add_distrib, ← Finset.sum_mul, ← ih', mul_add, mul_one]
    simp only [pow_zero, Nat.factorial_zero, Nat.cast_one, div_one, one_smul]
    rw [add_right_comm, ← h1]
```

## (e) Orthogonality of the phases

**Task.** For $L\ge1$, show that $\sum_{k<L}w^{-kN}w^{kn}$ is $L$ if $n\equiv N \pmod L$ and $0$ otherwise.

**Solution.** The sum is geometric with ratio $r=w^{n-N}$, and $r^L=1$. Since $w$ is primitive, $r=1$ exactly when $L$ divides $n-N$; the sum is then $L$. Otherwise $(1-r)\sum_{k<L} r^k=1-r^L=0$ with $1-r\neq0$. The code uses an integer exponent, as $n-N$ may be negative.

```lean
/-- Orthogonality of the discrete gauge phases: pair numbers `n` and `N` are told apart
only modulo `L`. -/
theorem phase_sum {w : ℂ} {L : ℕ} (hL : 0 < L) (hw : IsPrimitiveRoot w L) (N n : ℕ) :
    ∑ k ∈ range L, (w ^ (k * N))⁻¹ * (w ^ k) ^ n = if N ≡ n [MOD L] then (L : ℂ) else 0 := by
  have hw0 : w ≠ 0 := hw.ne_zero hL.ne'
  have hterm : ∀ k : ℕ, (w ^ (k * N))⁻¹ * (w ^ k) ^ n = (w ^ ((n : ℤ) - N)) ^ k := by
    intro k
    rw [zpow_sub₀ hw0, zpow_natCast, zpow_natCast, div_pow, ← pow_mul, ← pow_mul, ← pow_mul,
      mul_comm n k, mul_comm N k, div_eq_mul_inv]
    exact mul_comm _ _
  have hiff : w ^ ((n : ℤ) - N) = 1 ↔ N ≡ n [MOD L] :=
    (hw.zpow_eq_one_iff_dvd _).trans Nat.modEq_iff_dvd.symm
  have hone : (w ^ ((n : ℤ) - N)) ^ L = 1 := by
    rw [← hterm L, pow_mul, hw.pow_eq_one]
    simp
  simp only [hterm]
  by_cases h : N ≡ n [MOD L]
  · rw [if_pos h]
    simp only [hiff.mpr h, one_pow]
    simp
  · rw [if_neg h]
    have h2 := mul_neg_geom_sum (w ^ ((n : ℤ) - N)) L
    rw [hone, sub_self] at h2
    exact (mul_eq_zero.mp h2).resolve_left
      (sub_ne_zero.mpr (Ne.symm fun h3 => h (hiff.mp h3)))
```

## (f) What a coarse grid keeps

**Task.** Evaluate the average for any $L\ge1$.

**Solution.** Insert (d), exchange the two finite sums and apply (e):
$$\frac1L\sum_{k<L}w^{-kN}P_M(w^k)=\sum_{\substack{0\le n\le M\\ n\equiv N\ (L)}}\frac{G^n}{n!}.$$
For $M=L=2$ and $N=0$, both $n=0$ and $n=2$ survive, as in the opening example.

```lean
/-- With any number `L ≥ 1` of gauge angles, the average is the sum of `G^n/n!` over all
pair numbers `n ≤ M` congruent to `N` modulo `L`. -/
theorem gaugeAverage_aliasing (c : ℕ → ℂ) (b : ℕ → A) (M : ℕ)
    (hcomm : ∀ p < M, ∀ q < M, b p * b q = b q * b p) (hsq : ∀ p < M, b p * b p = 0)
    {w : ℂ} {L : ℕ} (hL : 0 < L) (hw : IsPrimitiveRoot w L) (N : ℕ) :
    gaugeAverage c b M L N w = ∑ n ∈ range (M + 1),
      if N ≡ n [MOD L] then (1 / (n.factorial : ℂ)) • geminal c b M ^ n else 0 := by
  have hL0 : (L : ℂ) ≠ 0 := Nat.cast_ne_zero.mpr hL.ne'
  calc gaugeAverage c b M L N w
      = ∑ n ∈ range (M + 1), ((1 / (L : ℂ)) * (1 / (n.factorial : ℂ)) *
          ∑ k ∈ range L, (w ^ (k * N))⁻¹ * (w ^ k) ^ n) • geminal c b M ^ n := by
        simp only [gaugeAverage, gaugeProduct_eq c b M hcomm hsq, Finset.smul_sum,
          Finset.mul_sum, Finset.sum_smul, smul_smul]
        rw [Finset.sum_comm]
        refine Finset.sum_congr rfl fun n _ => Finset.sum_congr rfl fun k _ => ?_
        congr 1
        ring
    _ = _ := by
        refine Finset.sum_congr rfl fun n _ => ?_
        rw [phase_sum hL hw]
        split_ifs
        · congr 1
          rw [mul_right_comm, one_div_mul_cancel hL0, one_mul]
        · simp
```

## (g) Exact projection

**Task.** Show that the average equals $G^N/N!$ when $M<L$ and $N<L$.

**Solution.** Every $n\le M$ and $N$ itself lie below $L$, so congruence means equality and only $n=N$ can survive. If $N>M$, no term survives, and $G^N=0$ by (c), so both sides vanish. `Finset.sum_eq_single` separates these cases.

The hypotheses `hcomm` and `hsq` are the pair relations, required only for levels below $M$.

```lean
/-- Number projection: if the number `L` of gauge angles exceeds both `M` and `N`, the
average equals `G^N/N!`. -/
theorem gaugeAverage_eq_geminal_pow (c : ℕ → ℂ) (b : ℕ → A) (M : ℕ)
    (hcomm : ∀ p < M, ∀ q < M, b p * b q = b q * b p) (hsq : ∀ p < M, b p * b p = 0)
    {w : ℂ} {L N : ℕ} (hM : M < L) (hN : N < L) (hw : IsPrimitiveRoot w L) :
    gaugeAverage c b M L N w = (1 / (N.factorial : ℂ)) • geminal c b M ^ N := by
  rw [gaugeAverage_aliasing c b M hcomm hsq (by omega) hw, Finset.sum_eq_single N]
  · rw [if_pos (Nat.ModEq.refl N)]
  · intro n hn hne
    have hn' := Finset.mem_range.mp hn
    exact if_neg fun h => hne (Nat.ModEq.eq_of_lt_of_lt h hN (by omega)).symm
  · -- more pairs than modes: the power of the geminal vanishes
    intro h
    have hle : M + 1 ≤ N := by simpa using h
    rw [if_pos (Nat.ModEq.refl N),
      pow_eq_zero_of_le hle (geminal_pow_eq_zero c b M hcomm hsq), smul_zero]
```

In the two-level example, take $L=3$ and $N=1$. The constant term is multiplied by $\frac13(1+w^{-1}+w^{-2})=0$ and the two-pair term by $\frac13(1+w+w^2)=0$, which leaves $2b_0+3b_1=G$.

## (h) Pair creators on occupation amplitudes

**Task.** Realise the relations concretely.

**Solution.** Let $\psi(S)$ be the amplitude of the finite set $S$ of filled levels. Define $(b_p\psi)(S)=\psi(S\setminus\{p\})$ if $p\in S$, and $0$ otherwise.

```lean
/-- The creator of a pair in level `p`, acting on amplitudes indexed by the set of
occupied levels. -/
def pairCreate (p : ℕ) : Module.End ℂ (Finset ℕ → ℂ) where
  toFun ψ S := if p ∈ S then ψ (S.erase p) else 0
  map_add' ψ φ := by
    funext S
    by_cases h : p ∈ S <;> simp [h]
  map_smul' a ψ := by
    funext S
    by_cases h : p ∈ S <;> simp [h]
```

The vacuum has amplitude $1$ on $S=\emptyset$ only.

```lean
/-- The state with amplitude one on the empty configuration and zero elsewhere. -/
def vacuum : Finset ℕ → ℂ := fun S => if S = ∅ then 1 else 0
```

For $p\ne q$, both orders of $b_p$ and $b_q$ give $\psi(S\setminus\{p,q\})$ if $S$ contains both levels, and $0$ otherwise. Applying $b_p$ twice gives zero, since $p\notin S\setminus\{p\}$.

```lean
/-- The pair creators on occupation amplitudes commute and square to zero. -/
theorem pairCreate_witness :
    (∀ p q, pairCreate p * pairCreate q = pairCreate q * pairCreate p) ∧
      ∀ p, pairCreate p * pairCreate p = 0 := by
  constructor
  · intro p q
    refine LinearMap.ext fun ψ => funext fun S => ?_
    by_cases h : p = q
    · rw [h]
    · have h' : q ≠ p := Ne.symm h
      by_cases hp : p ∈ S <;> by_cases hq : q ∈ S <;>
        simp [pairCreate, Module.End.mul_apply, hp, hq, h, h', Finset.erase_right_comm (a := p)]
  · intro p
    refine LinearMap.ext fun ψ => funext fun S => ?_
    simp [pairCreate, Module.End.mul_apply]
```

## (i) The geminal power on the vacuum

**Task.** Find the amplitudes of $G^N$ applied to the vacuum.

**Solution.** They are $N!\prod_{p\in S}c_p$ when $S$ consists of $N$ of the first $M$ levels, and zero elsewhere. For $N=0$ this is the vacuum. For the step,
$$(G\psi)(S)=\sum_{p<M,\;p\in S}c_p\,\psi(S\setminus\{p\}).$$
If $S$ holds $N+1$ allowed levels, any of them can be the one filled last. Each contributes $N!\prod_{q\in S}c_q$, for a total of $(N+1)!\prod_{q\in S}c_q$. For any other $S$, no $S\setminus\{p\}$ in the sum is an allowed $N$-pair set, so every term vanishes.

```lean
/-- `G^N` on the vacuum has amplitude `N! ∏ c_p` on each configuration of `N` pairs in the
first `M` levels, and zero elsewhere. -/
theorem geminal_pow_vacuum (c : ℕ → ℂ) (M N : ℕ) (S : Finset ℕ) :
    (geminal c pairCreate M ^ N) vacuum S =
      if S ⊆ range M ∧ S.card = N then (N.factorial : ℂ) * ∏ p ∈ S, c p else 0 := by
  induction N generalizing S with
  | zero =>
    by_cases h : S = ∅
    · subst h
      simp [vacuum]
    · simp [vacuum, h]
  | succ N ih =>
    have happ : ∀ ψ : Finset ℕ → ℂ, geminal c pairCreate M ψ S
        = ∑ p ∈ range M, c p * (if p ∈ S then ψ (S.erase p) else 0) := by
      intro ψ
      simp only [geminal, LinearMap.sum_apply, Finset.sum_apply, LinearMap.smul_apply,
        Pi.smul_apply, smul_eq_mul]
      rfl
    rw [pow_succ', Module.End.mul_apply, happ]
    simp only [ih]
    by_cases h : S ⊆ range M ∧ S.card = N + 1
    · rw [if_pos h]
      obtain ⟨hS, hc⟩ := h
      -- each occupied level can be the one filled last
      have hterm : ∀ p ∈ range M, c p * (if p ∈ S then
          (if S.erase p ⊆ range M ∧ (S.erase p).card = N then
            (N.factorial : ℂ) * ∏ q ∈ S.erase p, c q else 0) else 0)
          = if p ∈ S then (N.factorial : ℂ) * ∏ q ∈ S, c q else 0 := by
        intro p _
        by_cases hp : p ∈ S
        · have hcard : (S.erase p).card = N := by
            have := Finset.card_erase_add_one hp
            omega
          rw [if_pos hp, if_pos hp, if_pos ⟨(Finset.erase_subset _ _).trans hS, hcard⟩,
            ← Finset.mul_prod_erase S c hp]
          ring
        · simp [hp]
      rw [Finset.sum_congr rfl hterm, ← Finset.sum_filter, Finset.filter_mem_eq_inter,
        Finset.inter_eq_right.mpr hS, Finset.sum_const, hc, nsmul_eq_mul, Nat.factorial_succ]
      push_cast
      ring
    · rw [if_neg h]
      refine Finset.sum_eq_zero fun p hpM => ?_
      by_cases hp : p ∈ S
      · rw [if_pos hp, if_neg, mul_zero]
        rintro ⟨h1, h2⟩
        refine h ⟨fun q hq => ?_, ?_⟩
        · by_cases hqp : q = p
          · rw [hqp]
            exact hpM
          · exact h1 (Finset.mem_erase.mpr ⟨hqp, hq⟩)
        · rw [← Finset.card_erase_add_one hp, h2]
      · simp [hp]
```

## (j) The projected state

**Task.** Find the amplitudes of the averaged product applied to the vacuum, for $M<L$ and $N<L$.

**Solution.** By (g), divide the result of (i) by $N!$: the amplitude is $\prod_{p\in S}c_p$ on allowed $N$-pair sets and zero elsewhere. This state need not be normalised. If it is nonzero, its normalised amplitudes are
$$\frac{\prod_{p\in S}c_p}{\sqrt{\sum_{|T|=N}\prod_{p\in T}|c_p|^2}},\qquad T\subseteq\{0,\dots,M-1\}.$$
In the example with $N=1$ they are $2/\sqrt{13}$ and $3/\sqrt{13}$.

```lean
/-- If the number `L` of gauge angles exceeds both `M` and `N`, the gauge average applied to the
vacuum has amplitude `∏ c_p` on each configuration of `N` pairs in the first `M` levels, and zero
elsewhere. -/
theorem gaugeAverage_vacuum (c : ℕ → ℂ) {w : ℂ} {M L N : ℕ} (hM : M < L) (hN : N < L)
    (hw : IsPrimitiveRoot w L) (S : Finset ℕ) :
    gaugeAverage c pairCreate M L N w vacuum S =
      if S ⊆ range M ∧ S.card = N then ∏ p ∈ S, c p else 0 := by
  have hf : (N.factorial : ℂ) ≠ 0 := Nat.cast_ne_zero.mpr N.factorial_ne_zero
  rw [gaugeAverage_eq_geminal_pow c pairCreate M (fun p _ q _ => pairCreate_witness.1 p q)
    (fun p _ => pairCreate_witness.2 p) hM hN hw, LinearMap.smul_apply, Pi.smul_apply,
    geminal_pow_vacuum, smul_eq_mul]
  split_ifs
  · rw [← mul_assoc, one_div_mul_cancel hf, one_mul]
  · rw [mul_zero]

end

end GeminalNumberProjection
```

```lean
#print axioms GeminalNumberProjection.gaugeProduct_eq
#print axioms GeminalNumberProjection.gaugeAverage_vacuum
```

```
'GeminalNumberProjection.gaugeProduct_eq' depends on axioms: [propext, Classical.choice, Quot.sound]
'GeminalNumberProjection.gaugeAverage_vacuum' depends on axioms: [propext, Classical.choice, Quot.sound]
```

## Rotated states in a projection code

For a BCS state with a fixed pairing of finitely many levels, $c_p=v_p/u_p$ (all $u_p\ne0$), and the average yields an antisymmetrised geminal power. A number-projection code can loop over $k$, replace $c_p$ by $w^kc_p$, compute overlaps and Hamiltonian matrix elements with the unrotated state, and add them with weights $w^{-kN}/L$. With $w=e^{2\pi i/L}$, the gauge angle per particle is $\pi k/L$, because a pair carries twice the phase. The theorems concern the state alone; they contain no Hamiltonian and do not address rounding error.
